# The retarded-interaction kernel of a boson mode: uniqueness, screening and $Z_B$

## Question

Before "the unique solution" can be written in Lean, one has to decide which functions count as solutions, and I am unsure how. The claim is this. A boson mode of frequency $w>0$, with operators $b$ and $b^\dagger$, couples to the electron number $N$ of an impurity through the term $g\,N(b+b^\dagger)$, at inverse temperature $\beta>0$ and with $\hbar=1$. For imaginary time $\tau\in[0,\beta]$ the kernel
$$K(\tau)=\frac{g^2}{w^2}\,\frac{\cosh(\beta w/2)-\cosh\big(w(\beta/2-\tau)\big)}{\sinh(\beta w/2)}$$
should be the unique solution of $K''=-g^2\cosh(w(\beta/2-\tau))/\sinh(\beta w/2)$ with $K(0)=K(\beta)=0$. It should have $K'(0)=g^2/w$, so that a bare interaction $U$ is screened to $U-2g^2/w$, and $e^{-K(\beta/2)}$ should tend to $Z_B=e^{-g^2/w^2}$ as $\beta\to\infty$. How can this be stated and proved in Lean 4 with Mathlib?

## Answer

### What counts as a solution, and the other definitions

For a source $f$, call $F:\mathbb R\to\mathbb R$ a solution if it is continuous on the closed interval $[0,\beta]$, vanishes at $0$ and $\beta$, and there is a function $F'$ such that, at every point of the open interval $(0,\beta)$, $F$ has derivative $F'$ and $F'$ has derivative $f$. This is `IsBoundarySolution β f F`, with fields `cont`, `left`, `right` and `ode`. No derivative is required at the endpoints and nothing is required outside $[0,\beta]$, so uniqueness reads `EqOn F G (Icc 0 β)`, agreement on $[0,\beta]$ only.

All quantities are real numbers, with $\hbar=k_B=1$. The source is built from the mode itself: `bose w β` is the occupation $n=1/(e^{\beta w}-1)$, and `propagator w β τ` is $D(\tau)=(n+1)e^{-w\tau}+n\,e^{w\tau}$. The source is `-g ^ 2 * propagator w β τ`, which parses as $-(g^2)D(\tau)$. The function `kernel g w β` is the formula for $K$ on the whole real line, without periodic continuation, and `kernelSlope` is the candidate for $K'$. The definitions `zB g w` and `screenedU U g w β` stand for $e^{-g^2/w^2}$ and $U-2K'(0)$. The hypotheses are $w>0$ and $\beta>0$; $g$ and $U$ are arbitrary reals. For modes $i$ in a finite index type `ι` with couplings $g_i$ and frequencies $w_i>0$, `totalKernel` is $K_{\rm tot}=\sum_i K_i$, where $K_i$ and $D_i$ denote the kernel and propagator of mode $i$.

In segment-type hybridisation-expansion Monte Carlo for an impurity whose density couples linearly to harmonic modes, here finitely many, the bosons contribute a weight built from $K$ at the time differences between operators, and the static interaction is shifted to $U-2K'(0)$. With the coupling to $N$ used here the impurity level is also lowered by $K'(0)$, a shift that the file does not treat. The file contains no Hamiltonian and no Monte Carlo weight: that the Monte Carlo kernel obeys $K''=-g^2D$, that the screened interaction is $U-2K'(0)$ and that $Z_B$ acts as a renormalisation factor are taken from the physics and not derived, and the theorems are about the functions defined above.

### Derivation

Write $x=\beta w/2>0$ and $y(\tau)=w(\beta/2-\tau)$, so that $y'=-w$, $y(0)=x$, $y(\beta)=-x$.

**Propagator.** With $n=1/(e^{2x}-1)$ and $n+1=e^{2x}/(e^{2x}-1)$,
$$D=\frac{e^{2x}e^{-w\tau}+e^{w\tau}}{e^{2x}-1}=\frac{e^{x-w\tau}+e^{-x+w\tau}}{e^{x}-e^{-x}}=\frac{\cosh y}{\sinh x}.$$

**Derivatives.** The chain rule gives
$$K'=\frac{g^2}{w^2}\,\frac{-\sinh y\cdot(-w)}{\sinh x}=\frac{g^2}{w}\frac{\sinh y}{\sinh x},\qquad K''=\frac{g^2}{w}\,\frac{\cosh y\cdot(-w)}{\sinh x}=-g^2D .$$
Since $\cosh$ is even, $\cosh y=\cosh x$ at both ends, so $K(0)=K(\beta)=0$. Since $\sinh$ is odd, $K'(0)=g^2/w$ and $K'(\beta)=-g^2/w$, and $U-2K'(0)=U-2g^2/w$.

**Uniqueness.** Let $F,G$ be solutions with the same source, $H=F-G$, and $0<\tau<\beta$. The mean value theorem gives $a\in(0,\tau)$ and $b\in(\tau,\beta)$ with
$$H'(a)\,\tau=H(\tau)-H(0)=H(\tau),\qquad H'(b)\,(\beta-\tau)=H(\beta)-H(\tau)=-H(\tau).$$
On $[a,b]\subset(0,\beta)$ the function $H'$ has derivative $f-f=0$, so a third use gives $H'(b)-H'(a)=0$. Calling the common slope $m$ and adding the two equations yields $m\beta=0$, hence $m=0$ and $H(\tau)=m\tau=0$. At $\tau=0$ and $\tau=\beta$ both functions vanish.

**Bounds.** For $\tau\in[0,\beta]$ one has $|y|\le x$, so $\cosh y\le\cosh x$ and $K\ge0$. Also $\cosh y\ge1\ge e^{-x}=\cosh x-\sinh x$, so $\cosh x-\cosh y\le\sinh x$ and $K\le g^2/w^2$. Therefore $Z_B\le e^{-K(\tau)}$.

**Limit.** At $\tau=\beta/2$, $y=0$. Multiplying numerator and denominator by $2e^{-x}$,
$$\frac{\cosh x-1}{\sinh x}=\frac{(1-e^{-x})^2}{1-e^{-2x}}=\frac{1-e^{-x}}{1+e^{-x}}\longrightarrow1\quad(\beta\to\infty),$$
so $K(\beta/2)\to g^2/w^2$ and, by continuity of the exponential, $e^{-K(\beta/2)}\to Z_B$.

**Several modes.** Derivatives, boundary values and limits pass through finite sums. Hence $K_{\rm tot}$ solves the problem with source $-\sum_i g_i^2D_i$, is the only solution on $[0,\beta]$, has $K_{\rm tot}'(0)=\sum_i g_i^2/w_i$, and $e^{-K_{\rm tot}(\beta/2)}\to\exp(-\sum_i g_i^2/w_i^2)$.

### The file

```lean
import Mathlib

open Real Set Filter Topology

namespace RetardedInteractionKernel

noncomputable section

/-- Bose occupation `n = 1/(exp(βw) - 1)` of a mode of frequency `w`. -/
def bose (w β : ℝ) : ℝ := 1 / (exp (β * w) - 1)

/-- Imaginary-time boson propagator `D(τ) = (n+1) exp(-wτ) + n exp(wτ)`. -/
def propagator (w β τ : ℝ) : ℝ :=
  (bose w β + 1) * exp (-(w * τ)) + bose w β * exp (w * τ)

/-- The kernel `K(τ) = (g²/w²)(cosh(βw/2) - cosh(w(β/2 - τ)))/sinh(βw/2)` of one mode. -/
def kernel (g w β τ : ℝ) : ℝ :=
  g ^ 2 / w ^ 2 * ((cosh (β * w / 2) - cosh (w * (β / 2 - τ))) / sinh (β * w / 2))

/-- The function `(g²/w) sinh(w(β/2 - τ))/sinh(βw/2)`. -/
def kernelSlope (g w β τ : ℝ) : ℝ :=
  g ^ 2 / w * (sinh (w * (β / 2 - τ)) / sinh (β * w / 2))

/-- The bosonic renormalisation factor `Z_B = exp(-g²/w²)`. -/
def zB (g w : ℝ) : ℝ := exp (-(g ^ 2 / w ^ 2))

/-- The screened interaction `U - 2K'(0)`. -/
def screenedU (U g w β : ℝ) : ℝ := U - 2 * deriv (kernel g w β) 0

/-- The kernel of finitely many boson modes, the sum of the single-mode kernels. -/
def totalKernel {ι : Type*} [Fintype ι] (g w : ι → ℝ) (β τ : ℝ) : ℝ :=
  ∑ i, kernel (g i) (w i) β τ

/-- `F` is continuous on `[0, β]`, vanishes at `0` and `β`, and has `F'' = f` on `(0, β)`. -/
structure IsBoundarySolution (β : ℝ) (f F : ℝ → ℝ) : Prop where
  cont : ContinuousOn F (Icc 0 β)
  left : F 0 = 0
  right : F β = 0
  ode : ∃ F' : ℝ → ℝ, ∀ τ ∈ Ioo 0 β, HasDerivAt F (F' τ) τ ∧ HasDerivAt F' (f τ) τ

/-- The boson propagator equals `cosh(w(β/2 - τ))/sinh(βw/2)`. -/
theorem propagator_eq {w β : ℝ} (hw : 0 < w) (hβ : 0 < β) (τ : ℝ) :
    propagator w β τ = cosh (w * (β / 2 - τ)) / sinh (β * w / 2) := by
  have hs : sinh (β * w / 2) ≠ 0 := (Real.sinh_pos_iff.mpr (by positivity)).ne'
  have key : ∀ a b p q n : ℝ, a * b = 1 → n * (a * a - 1) = 1 →
      ((n + 1) * q + n * p) * ((a - b) / 2) = (a * q + b * p) / 2 := by
    intro a b p q n hab hn
    linear_combination ((q + p) / 2 * b) * hn - ((q + p) / 2 * n * a) * hab
  have h1 : exp (β * w) = exp (β * w / 2) * exp (β * w / 2) := by
    rw [← Real.exp_add]; congr 1; ring
  have h2 : exp (w * (β / 2 - τ)) = exp (β * w / 2) * exp (-(w * τ)) := by
    rw [← Real.exp_add]; congr 1; ring
  have h3 : exp (-(w * (β / 2 - τ))) = exp (-(β * w / 2)) * exp (w * τ) := by
    rw [← Real.exp_add]; congr 1; ring
  have hab : exp (β * w / 2) * exp (-(β * w / 2)) = 1 := by
    rw [← Real.exp_add]; simp
  have hne : exp (β * w / 2) * exp (β * w / 2) - 1 ≠ 0 := by
    have h4 := Real.add_one_le_exp (β * w)
    have h5 : 0 < β * w := by positivity
    apply ne_of_gt
    linarith
  rw [eq_div_iff hs, Real.cosh_eq, Real.sinh_eq, h2, h3]
  unfold propagator bose
  rw [h1]
  exact key _ _ _ _ _ hab (one_div_mul_cancel hne)

/-- `K'(τ) = (g²/w) sinh(w(β/2 - τ))/sinh(βw/2)` and `K''(τ) = -g² D(τ)`. -/
theorem hasDerivAt_kernel (g : ℝ) {w β : ℝ} (hw : 0 < w) (hβ : 0 < β) (τ : ℝ) :
    HasDerivAt (kernel g w β) (kernelSlope g w β τ) τ ∧
      HasDerivAt (kernelSlope g w β) (-g ^ 2 * propagator w β τ) τ := by
  have hin : HasDerivAt (fun t => w * (β / 2 - t)) (-w) τ :=
    (((hasDerivAt_id' τ).const_sub (β / 2)).const_mul w).congr_deriv (by ring)
  have e1 : g ^ 2 / w ^ 2 * w = g ^ 2 / w := by field_simp
  have e2 : g ^ 2 / w * w = g ^ 2 := by field_simp
  constructor
  · have h := ((hin.cosh.const_sub (cosh (β * w / 2))).div_const
      (sinh (β * w / 2))).const_mul (g ^ 2 / w ^ 2)
    refine h.congr_deriv ?_
    unfold kernelSlope
    linear_combination (sinh (w * (β / 2 - τ)) / sinh (β * w / 2)) * e1
  · have h := (hin.sinh.div_const (sinh (β * w / 2))).const_mul (g ^ 2 / w)
    refine h.congr_deriv ?_
    rw [propagator_eq hw hβ]
    linear_combination (-(cosh (w * (β / 2 - τ)) / sinh (β * w / 2))) * e2

/-- Two solutions of the boundary-value problem with the same source agree on `[0, β]`. -/
theorem IsBoundarySolution.unique {β : ℝ} {f F G : ℝ → ℝ} (hF : IsBoundarySolution β f F)
    (hG : IsBoundarySolution β f G) : EqOn F G (Icc 0 β) := by
  obtain ⟨cF, F0, F1, F', dF⟩ := hF
  obtain ⟨cG, G0, G1, G', dG⟩ := hG
  intro τ hτ
  show F τ = G τ
  rcases eq_or_lt_of_le hτ.1 with h0 | h0
  · rw [← h0, F0, G0]
  rcases eq_or_lt_of_le hτ.2 with h1 | h1
  · rw [h1, F1, G1]
  have c : ContinuousOn (fun t => F t - G t) (Icc 0 β) := cF.sub cG
  have d1 : ∀ t ∈ Ioo 0 β, HasDerivAt (fun t => F t - G t) (F' t - G' t) t :=
    fun t ht => (dF t ht).1.fun_sub (dG t ht).1
  have d2 : ∀ t ∈ Ioo 0 β, HasDerivAt (fun t => F' t - G' t) 0 t :=
    fun t ht => ((dF t ht).2.fun_sub (dG t ht).2).congr_deriv (sub_self _)
  -- mean slopes of the difference on `[0, τ]` and on `[τ, β]`
  obtain ⟨a, ha, ea⟩ := exists_hasDerivAt_eq_slope (fun t => F t - G t) (fun t => F' t - G' t)
    h0 (c.mono (Icc_subset_Icc_right h1.le)) (fun t ht => d1 t ⟨ht.1, ht.2.trans h1⟩)
  obtain ⟨b, hb, eb⟩ := exists_hasDerivAt_eq_slope (fun t => F t - G t) (fun t => F' t - G' t)
    h1 (c.mono (Icc_subset_Icc_left h0.le)) (fun t ht => d1 t ⟨h0.trans ht.1, ht.2⟩)
  -- the two slopes coincide because the second derivative vanishes
  have hab : a < b := ha.2.trans hb.1
  obtain ⟨_, _, ec⟩ := exists_hasDerivAt_eq_slope (fun t => F' t - G' t) (fun _ => 0) hab
    (fun t ht =>
      (d2 t ⟨ha.1.trans_le ht.1, ht.2.trans_lt hb.2⟩).continuousAt.continuousWithinAt)
    (fun t ht => d2 t ⟨ha.1.trans ht.1, ht.2.trans hb.2⟩)
  have ea' : (F' a - G' a) * (τ - 0) = F τ - G τ - (F 0 - G 0) :=
    (eq_div_iff (sub_pos.mpr h0).ne').mp ea
  have eb' : (F' b - G' b) * (β - τ) = F β - G β - (F τ - G τ) :=
    (eq_div_iff (sub_pos.mpr h1).ne').mp eb
  have ec' : 0 * (b - a) = F' b - G' b - (F' a - G' a) :=
    (eq_div_iff (sub_pos.mpr hab).ne').mp ec
  rw [F0, G0] at ea'
  rw [F1, G1] at eb'
  have hm : (F' a - G' a) * β = 0 := by linear_combination ea' + eb' + (β - τ) * ec'
  have hm0 : F' a - G' a = 0 := (mul_eq_zero.mp hm).resolve_right (h0.trans h1).ne'
  linear_combination τ * hm0 - ea'

/-- `K` solves `K'' = -g² D` with `K(0) = K(β) = 0`, and every solution equals it on `[0, β]`. -/
theorem kernel_unique_solution (g : ℝ) {w β : ℝ} (hw : 0 < w) (hβ : 0 < β) :
    IsBoundarySolution β (fun τ => -g ^ 2 * propagator w β τ) (kernel g w β) ∧
      ∀ F, IsBoundarySolution β (fun τ => -g ^ 2 * propagator w β τ) F →
        EqOn F (kernel g w β) (Icc 0 β) := by
  have h : IsBoundarySolution β (fun τ => -g ^ 2 * propagator w β τ) (kernel g w β) := by
    refine ⟨fun τ _ => (hasDerivAt_kernel g hw hβ τ).1.continuousAt.continuousWithinAt, ?_, ?_,
      kernelSlope g w β, fun τ _ => hasDerivAt_kernel g hw hβ τ⟩
    · unfold kernel
      rw [show w * (β / 2 - 0) = β * w / 2 by ring]
      simp
    · unfold kernel
      rw [show w * (β / 2 - β) = -(β * w / 2) by ring, Real.cosh_neg]
      simp
  exact ⟨h, fun F hF => hF.unique h⟩

/-- `K'(0) = g²/w`, `K'(β) = -g²/w`, and the screened interaction is `U - 2g²/w`. -/
theorem screening (U g : ℝ) {w β : ℝ} (hw : 0 < w) (hβ : 0 < β) :
    HasDerivAt (kernel g w β) (g ^ 2 / w) 0 ∧ HasDerivAt (kernel g w β) (-(g ^ 2 / w)) β ∧
      screenedU U g w β = U - 2 * g ^ 2 / w := by
  have hs : sinh (β * w / 2) ≠ 0 := (Real.sinh_pos_iff.mpr (by positivity)).ne'
  have h0 : HasDerivAt (kernel g w β) (g ^ 2 / w) 0 := by
    refine (hasDerivAt_kernel g hw hβ 0).1.congr_deriv ?_
    unfold kernelSlope
    rw [show w * (β / 2 - 0) = β * w / 2 by ring, div_self hs, mul_one]
  refine ⟨h0, (hasDerivAt_kernel g hw hβ β).1.congr_deriv ?_, ?_⟩
  · unfold kernelSlope
    rw [show w * (β / 2 - β) = -(β * w / 2) by ring, Real.sinh_neg, neg_div, div_self hs]
    ring
  · unfold screenedU
    rw [h0.deriv]
    ring

/-- On `[0, β]` one has `0 ≤ K(τ) ≤ g²/w²` and `Z_B ≤ exp(-K(τ))`. -/
theorem kernel_bounds (g : ℝ) {w β τ : ℝ} (hw : 0 < w) (hβ : 0 < β) (hτ : τ ∈ Icc 0 β) :
    0 ≤ kernel g w β τ ∧ kernel g w β τ ≤ g ^ 2 / w ^ 2 ∧ zB g w ≤ exp (-kernel g w β τ) := by
  have hx : 0 < β * w / 2 := by positivity
  have hs : 0 < sinh (β * w / 2) := Real.sinh_pos_iff.mpr hx
  have h1 : cosh (w * (β / 2 - τ)) ≤ cosh (β * w / 2) := by
    rw [Real.cosh_le_cosh, abs_of_pos hx, abs_le]
    constructor <;>
      nlinarith [mul_nonneg hw.le hτ.1, mul_nonneg hw.le (sub_nonneg.mpr hτ.2)]
  have h2 := Real.one_le_cosh (w * (β / 2 - τ))
  have h3 := Real.cosh_sub_sinh (β * w / 2)
  have h4 : exp (-(β * w / 2)) ≤ exp 0 := Real.exp_le_exp.mpr (by linarith)
  rw [Real.exp_zero] at h4
  have hc : 0 ≤ g ^ 2 / w ^ 2 := by positivity
  have hup : kernel g w β τ ≤ g ^ 2 / w ^ 2 :=
    mul_le_of_le_one_right hc ((div_le_one hs).mpr (by linarith))
  exact ⟨mul_nonneg hc (div_nonneg (sub_nonneg.mpr h1) hs.le), hup,
    Real.exp_le_exp.mpr (neg_le_neg hup)⟩

/-- As `β → ∞`, `K(β/2)` tends to `g²/w²` and `exp(-K(β/2))` tends to `Z_B`. -/
theorem midpoint_limit (g : ℝ) {w : ℝ} (hw : 0 < w) :
    Tendsto (fun β => kernel g w β (β / 2)) atTop (𝓝 (g ^ 2 / w ^ 2)) ∧
      Tendsto (fun β => exp (-kernel g w β (β / 2))) atTop (𝓝 (zB g w)) := by
  have he : Tendsto (fun β : ℝ => exp (-(β * w / 2))) atTop (𝓝 0) :=
    Real.tendsto_exp_neg_atTop_nhds_zero.comp
      ((tendsto_id.atTop_mul_const hw).atTop_div_const (by norm_num : (0 : ℝ) < 2))
  have h1 : Tendsto
      (fun β : ℝ => g ^ 2 / w ^ 2 * ((1 - exp (-(β * w / 2))) / (1 + exp (-(β * w / 2)))))
      atTop (𝓝 (g ^ 2 / w ^ 2 * ((1 - 0) / (1 + 0)))) :=
    ((he.const_sub 1).div (he.const_add 1) (by norm_num)).const_mul (g ^ 2 / w ^ 2)
  rw [sub_zero, add_zero, div_one, mul_one] at h1
  have hK : Tendsto (fun β => kernel g w β (β / 2)) atTop (𝓝 (g ^ 2 / w ^ 2)) := by
    refine h1.congr' ?_
    filter_upwards [eventually_gt_atTop 0] with β hβ
    -- `(cosh x - 1)/sinh x = (1 - exp(-x))/(1 + exp(-x))`
    have hs : sinh (β * w / 2) ≠ 0 := (Real.sinh_pos_iff.mpr (by positivity)).ne'
    have hd : 1 + exp (-(β * w / 2)) ≠ 0 := by positivity
    have hE : exp (β * w / 2) * exp (-(β * w / 2)) = 1 := by
      rw [← Real.exp_add]; simp
    have hq : (1 - exp (-(β * w / 2))) / (1 + exp (-(β * w / 2))) =
        (cosh (β * w / 2) - 1) / sinh (β * w / 2) := by
      rw [div_eq_div_iff hd hs, Real.cosh_eq, Real.sinh_eq]
      linear_combination (-1 : ℝ) * hE
    unfold kernel
    rw [show w * (β / 2 - β / 2) = 0 by ring, Real.cosh_zero, hq]
  exact ⟨hK, (Real.continuous_exp.tendsto _).comp hK.neg⟩

/-- For finitely many modes the summed kernel is the unique solution on `[0, β]` of
`K'' = -∑ gᵢ² Dᵢ` with `K(0) = K(β) = 0`, and `K'(0) = ∑ gᵢ²/wᵢ`. -/
theorem multimode_solution {ι : Type*} [Fintype ι] (g w : ι → ℝ) {β : ℝ}
    (hw : ∀ i, 0 < w i) (hβ : 0 < β) :
    IsBoundarySolution β (fun τ => ∑ i, -g i ^ 2 * propagator (w i) β τ) (totalKernel g w β) ∧
      (∀ F, IsBoundarySolution β (fun τ => ∑ i, -g i ^ 2 * propagator (w i) β τ) F →
        EqOn F (totalKernel g w β) (Icc 0 β)) ∧
      HasDerivAt (totalKernel g w β) (∑ i, g i ^ 2 / w i) 0 := by
  have d1 : ∀ τ, HasDerivAt (fun t => ∑ i, kernel (g i) (w i) β t)
      (∑ i, kernelSlope (g i) (w i) β τ) τ :=
    fun τ => HasDerivAt.fun_sum fun i _ => (hasDerivAt_kernel (g i) (hw i) hβ τ).1
  have d2 : ∀ τ, HasDerivAt (fun t => ∑ i, kernelSlope (g i) (w i) β t)
      (∑ i, -g i ^ 2 * propagator (w i) β τ) τ :=
    fun τ => HasDerivAt.fun_sum fun i _ => (hasDerivAt_kernel (g i) (hw i) hβ τ).2
  have d0 : HasDerivAt (fun t => ∑ i, kernel (g i) (w i) β t) (∑ i, g i ^ 2 / w i) 0 :=
    HasDerivAt.fun_sum fun i _ => (screening 0 (g i) (hw i) hβ).1
  have h : IsBoundarySolution β (fun τ => ∑ i, -g i ^ 2 * propagator (w i) β τ)
      (totalKernel g w β) := by
    refine ⟨fun τ _ => (d1 τ).continuousAt.continuousWithinAt, ?_, ?_,
      fun t => ∑ i, kernelSlope (g i) (w i) β t, fun τ _ => ⟨d1 τ, d2 τ⟩⟩
    · unfold totalKernel
      exact Finset.sum_eq_zero fun i _ => (kernel_unique_solution (g i) (hw i) hβ).1.left
    · unfold totalKernel
      exact Finset.sum_eq_zero fun i _ => (kernel_unique_solution (g i) (hw i) hβ).1.right
  exact ⟨h, fun F hF => hF.unique h, d0⟩

/-- For finitely many modes `exp(-K(β/2))` tends to `exp(-∑ gᵢ²/wᵢ²)` as `β → ∞`. -/
theorem multimode_limit {ι : Type*} [Fintype ι] (g w : ι → ℝ) (hw : ∀ i, 0 < w i) :
    Tendsto (fun β => exp (-totalKernel g w β (β / 2))) atTop
      (𝓝 (exp (-∑ i, g i ^ 2 / w i ^ 2))) := by
  have hK : Tendsto (fun β => ∑ i, kernel (g i) (w i) β (β / 2)) atTop
      (𝓝 (∑ i, g i ^ 2 / w i ^ 2)) :=
    tendsto_finsetSum _ fun i _ => (midpoint_limit (g i) (hw i)).1
  exact (Real.continuous_exp.tendsto _).comp hK.neg

end

end RetardedInteractionKernel
```

```lean
#print axioms RetardedInteractionKernel.screening
#print axioms RetardedInteractionKernel.kernel_bounds
#print axioms RetardedInteractionKernel.multimode_solution
#print axioms RetardedInteractionKernel.multimode_limit
```

```
'RetardedInteractionKernel.screening' depends on axioms: [propext, Classical.choice, Quot.sound]
'RetardedInteractionKernel.kernel_bounds' depends on axioms: [propext, Classical.choice, Quot.sound]
'RetardedInteractionKernel.multimode_solution' depends on axioms: [propext, Classical.choice, Quot.sound]
'RetardedInteractionKernel.multimode_limit' depends on axioms: [propext, Classical.choice, Quot.sound]
```

### The theorems and their proofs

`propagator_eq` gives $D=\cosh y/\sinh x$ for every real $\tau$. It clears the denominator, factors each exponential (`h1`, `h2`, `h3`), and applies `key`, a polynomial identity in $e^{x}$, $e^{-x}$, $e^{w\tau}$, $e^{-w\tau}$ and $n$ that holds given $e^xe^{-x}=1$ and $n(e^{2x}-1)=1$.

`hasDerivAt_kernel` gives both derivatives at every real $\tau$. Here `hin` is $y'=-w$, `hin.cosh` and `hin.sinh` are the chain rule, and `e1`, `e2` absorb one power of $w$ into the prefactor each time.

`IsBoundarySolution.unique` holds for any source, with no regularity assumed of it. After the endpoints are treated, `exists_hasDerivAt_eq_slope` is used three times; `ea'`, `eb'`, `ec'` are the three equations of the derivation, and `hm` is $m\beta=0$. Continuity on the closed interval enters through `c`, restricted to $[0,\tau]$ and to $[\tau,\beta]$.

`kernel_unique_solution` states that $K$ is a solution, with `kernelSlope` as the function $F'$, and that every solution equals it on $[0,\beta]$. Its source is written with `propagator`; the $\cosh/\sinh$ form in the question follows from `propagator_eq`. `screening` evaluates the slope at $0$ and $\beta$ and converts the first into the value of `deriv` by `h0.deriv`. In `kernel_bounds`, `h1` is $\cosh y\le\cosh x$, and `h2`, `h3`, `h4` are the three links of the chain that gives the upper bound.

`midpoint_limit` keeps $g$ and $w$ fixed and lets $\beta$ run along `atTop`. It shows $e^{-x}\to0$ (`he`), takes the limit of the rational expression (`h1`), and transfers it to $K(\beta/2)$ for $\beta>0$ by the cross-multiplied identity `hq`. It gives no rate of convergence.

`multimode_solution` and `multimode_limit` sum the single-mode results. The index type may be empty, in which case the kernel is $0$ and the limiting weight is $1$. For several modes the file states neither the bounds nor the slope at $\beta$, and a continuous boson spectrum is not covered.

### Remarks

One slip to avoid in the formal statement is to omit `cont`. The fields `left` and `right` fix two isolated values and `ode` concerns the open interval only, so the function equal to $K(\tau)+1$ on $(0,\beta)$ and to $0$ at both endpoints would meet the three remaining conditions, and uniqueness would be false.

The kernel could instead be modelled as the $\beta$-periodic continuation of its values on $[0,\beta]$, the form natural for time differences of either sign. That function would have slope $g^2/w$ to the right of $0$ and $-g^2/w$ to the left, a kink for $g\neq0$. Mathlib's `deriv` returns $0$ where no derivative exists, so `screenedU` would then equal the bare $U$, and the screening would have to be stated with a one-sided derivative. With the smooth formula used here, the two-sided derivative at $0$ exists and equals the slope $K'(0^+)$ taken from inside the interval.
